# For finitely many levels, the largest entropy at an interior mean energy U is the minimum of log Z(β) + βU

For finitely many energies $E_i$ and $U$ strictly between the lowest and the highest, the largest Shannon entropy among probability vectors with mean energy $U$ equals the minimum over real $\beta$ of $\log Z(\beta)+\beta U$, where $Z(\beta)=\sum_i e^{-\beta E_i}$. This is the Legendre duality between the largest entropy at fixed mean energy and $\log Z$. Can it be proved rigorously, with both extrema attained, and checked by machine in Lean?

## Yes: Gibbs' inequality bounds the entropy, and a Boltzmann distribution attains the bound

Write $S(p)=-\sum_i p_i\log p_i$, with $0\log 0=0$, $M(\beta)=\log Z(\beta)+\beta U$ and $g_i(\beta)=e^{-\beta E_i}/Z(\beta)$.

**The bound.** For numbers $p\ge 0$ and $q>0$,
$$-p\log p\le -p\log q+q-p,$$
with equality only at $p=q$. For $p>0$, multiply $\log x\le x-1$ at $x=q/p$ by $p$; for $p=0$ the claim is $0<q$. Now let $p$ be a probability vector of mean energy $U$, apply the inequality to the numbers $p_i$ and $g_i(\beta)$, use $\log g_i=-\beta E_i-\log Z$, and sum over $i$:
$$S(p)\le \beta\sum_i p_iE_i+\log Z\sum_i p_i+1-1=M(\beta),$$
with equality exactly when $p=g(\beta)$.

**A Boltzmann distribution with mean energy $U$.** Let $x_i=E_i-U$ and
$$F(\beta)=\sum_i x_ie^{-\beta x_i}=e^{\beta U}Z(\beta)\Big(\sum_i g_i(\beta)E_i-U\Big).$$
We need a zero of $F$. Pick $a$ with $x_a<0$ and set $\beta=\sum_i|x_i|/x_a^2\ge0$. Each term with $i\ne a$ is at most $|x_i|$. Since $e^t\ge 1+t$, the term at $a$ is at most $x_a-\beta x_a^2\le|x_a|-\beta x_a^2$. Hence $F(\beta)\le\sum_i|x_i|-\beta x_a^2=0$. The same argument for $-x_i$, using a level above $U$, gives a point where $F\ge0$. By continuity $F$ vanishes at some $\beta^*$.

**Equality.** Now $S(g(\beta^*))=M(\beta^*)$. The bound says that no admissible $p$ has larger entropy, and, applied to $g(\beta^*)$, that no $\beta$ gives a smaller $M$.

**How Lean states it.** The finite type `ι` labels the states, so a degenerate level is a repeated value of `E`. `shell E U` is the set of admissible $p$, and `massieu E U` is $M$; the Massieu function of thermodynamics is $\log Z$ alone, without the term $\beta U$. The hypotheses `hlow` and `hhigh` provide a level below $U$ and one above, which makes `E` nonconstant. In `microcanonical_canonical_duality`, one number `S` is the greatest element of the set of entropies (`IsGreatest`) and the least element of the range of $M$ (`IsLeast`), so both extrema are attained. Logarithms are natural and $k_B=1$.

Despite the word "microcanonical" in the Lean names, the shell fixes the mean energy, not a sharp energy window. The maximiser is the canonical distribution, and the result is not equivalence of ensembles in the thermodynamic limit. Infinite spectra and general density matrices are not treated. For states of a quantum system with a finite-dimensional state space that are diagonal in a fixed energy eigenbasis, the result turns entropy maximisation at a prescribed interior mean energy into a one-parameter minimisation.

```lean
import Mathlib

open Finset

namespace MicrocanonicalCanonicalDuality

noncomputable section

variable {ι : Type*} [Fintype ι]

/-- The Shannon entropy `-∑ p log p`, with `0 log 0 = 0`. -/
def entropy (p : ι → ℝ) : ℝ := ∑ i, Real.negMulLog (p i)

/-- The probability vectors on the levels `E` whose mean energy is `U`. -/
def shell (E : ι → ℝ) (U : ℝ) : Set (ι → ℝ) :=
  {p | (∀ i, 0 ≤ p i) ∧ ∑ i, p i = 1 ∧ ∑ i, p i * E i = U}

/-- The canonical partition function at inverse temperature `β`. -/
def partitionFn (E : ι → ℝ) (β : ℝ) : ℝ := ∑ i, Real.exp (-β * E i)

/-- The Boltzmann weights at inverse temperature `β`. -/
def gibbs (E : ι → ℝ) (β : ℝ) (i : ι) : ℝ := Real.exp (-β * E i) / partitionFn E β

/-- The canonical dual function `log Z(β) + β U`. -/
def massieu (E : ι → ℝ) (U β : ℝ) : ℝ := Real.log (partitionFn E β) + β * U

lemma partitionFn_pos [Nonempty ι] (E : ι → ℝ) (β : ℝ) : 0 < partitionFn E β :=
  Finset.sum_pos (fun _ _ => Real.exp_pos _) Finset.univ_nonempty

lemma gibbs_pos [Nonempty ι] (E : ι → ℝ) (β : ℝ) (i : ι) : 0 < gibbs E β i :=
  div_pos (Real.exp_pos _) (partitionFn_pos E β)

lemma gibbs_sum [Nonempty ι] (E : ι → ℝ) (β : ℝ) : ∑ i, gibbs E β i = 1 := by
  unfold gibbs
  rw [← Finset.sum_div]
  exact div_self (partitionFn_pos E β).ne'

lemma log_gibbs [Nonempty ι] (E : ι → ℝ) (β : ℝ) (i : ι) :
    Real.log (gibbs E β i) = -β * E i - Real.log (partitionFn E β) := by
  unfold gibbs
  rw [Real.log_div (Real.exp_pos _).ne' (partitionFn_pos E β).ne', Real.log_exp]

/-- Pointwise Gibbs inequality, strict for two different weights. -/
lemma negMulLog_lt {p q : ℝ} (hp : 0 ≤ p) (hq : 0 < q) (hpq : p ≠ q) :
    Real.negMulLog p < -p * Real.log q + (q - p) := by
  rcases hp.eq_or_lt with h0 | h0
  · rw [← h0]
    simpa [Real.negMulLog] using hq
  · have hne : q / p ≠ 1 := fun h => hpq ((div_eq_one_iff_eq h0.ne').mp h).symm
    have h := Real.log_lt_sub_one_of_pos (div_pos hq h0) hne
    rw [Real.log_div hq.ne' h0.ne'] at h
    have h2 := mul_lt_mul_of_pos_left h h0
    have h3 : p * (q / p - 1) = q - p := by
      rw [mul_sub, mul_div_cancel₀ _ h0.ne', mul_one]
    rw [h3] at h2
    unfold Real.negMulLog
    linarith

lemma negMulLog_le {p q : ℝ} (hp : 0 ≤ p) (hq : 0 < q) :
    Real.negMulLog p ≤ -p * Real.log q + (q - p) := by
  by_cases h : p = q
  · rw [h]
    simp [Real.negMulLog]
  · exact (negMulLog_lt hp hq h).le

/-- On the energy shell, the right-hand side of the pointwise Gibbs inequality, with `q` the
Boltzmann weights, sums to `log Z(β) + β U`. -/
lemma cross_entropy [Nonempty ι] {E p : ι → ℝ} {U : ℝ} (hp : p ∈ shell E U) (β : ℝ) :
    ∑ i, (-p i * Real.log (gibbs E β i) + (gibbs E β i - p i)) = massieu E U β := by
  obtain ⟨_, h1, hU⟩ := hp
  calc _ = ∑ i, (β * (p i * E i) + Real.log (partitionFn E β) * p i
            + (gibbs E β i - p i)) :=
        Finset.sum_congr rfl (fun i _ => by rw [log_gibbs]; ring)
    _ = _ := by
        rw [Finset.sum_add_distrib, Finset.sum_add_distrib, Finset.sum_sub_distrib,
          ← Finset.mul_sum, ← Finset.mul_sum, h1, hU, gibbs_sum]
        unfold massieu
        ring

/-- Weak duality: an entropy at mean energy `U` never exceeds `log Z(β) + β U`. -/
theorem entropy_le_massieu [Nonempty ι] {E p : ι → ℝ} {U : ℝ} (hp : p ∈ shell E U)
    (β : ℝ) : entropy p ≤ massieu E U β := by
  rw [← cross_entropy hp β]
  exact Finset.sum_le_sum (fun i _ => negMulLog_le (hp.1 i) (gibbs_pos E β i))

/-- A probability vector of mean energy `U` has entropy `log Z(β) + β U` exactly when it
is the Boltzmann distribution at `β`. -/
theorem entropy_eq_massieu_iff [Nonempty ι] {E p : ι → ℝ} {U : ℝ} (hp : p ∈ shell E U)
    (β : ℝ) : entropy p = massieu E U β ↔ p = gibbs E β := by
  rw [← cross_entropy hp β]
  constructor
  · intro h
    by_contra hne
    obtain ⟨i, hi⟩ := Function.ne_iff.mp hne
    -- one differing weight makes the summed inequality strict
    exact absurd h (ne_of_lt (Finset.sum_lt_sum
      (fun j _ => negMulLog_le (hp.1 j) (gibbs_pos E β j))
      ⟨i, Finset.mem_univ i, negMulLog_lt (hp.1 i) (gibbs_pos E β i) hi⟩))
  · intro h
    unfold entropy
    refine Finset.sum_congr rfl (fun i _ => ?_)
    rw [← h]
    simp [Real.negMulLog]

/-- If some shifted level `x a` is negative, the Boltzmann-weighted sum of the shifted
levels is nonpositive at some inverse temperature. -/
lemma exists_weighted_nonpos (x : ι → ℝ) {a : ι} (ha : x a < 0) :
    ∃ β : ℝ, ∑ i, x i * Real.exp (-β * x i) ≤ 0 := by
  classical
  have hsq : 0 < x a ^ 2 := by nlinarith
  obtain ⟨β, hβ⟩ : ∃ β, β = (∑ i, |x i|) / x a ^ 2 := ⟨_, rfl⟩
  have hβ0 : 0 ≤ β := by
    rw [hβ]
    exact div_nonneg (Finset.sum_nonneg (fun i _ => abs_nonneg _)) hsq.le
  have hC : β * x a ^ 2 = ∑ i, |x i| := by
    rw [hβ]
    exact div_mul_cancel₀ _ hsq.ne'
  refine ⟨β, ?_⟩
  have key : ∀ i, x i * Real.exp (-β * x i) ≤
      |x i| + (if i = a then -(β * x a ^ 2) else 0) := by
    intro i
    by_cases hi : i = a
    · -- the negative level dominates, since exp t ≥ t + 1
      rw [if_pos hi, hi]
      have h1 := Real.add_one_le_exp (-β * x a)
      have h2 := mul_le_mul_of_nonpos_left h1 ha.le
      have h3 := abs_nonneg (x a)
      nlinarith
    · rw [if_neg hi, add_zero]
      rcases le_total 0 (x i) with h | h
      · have h1 : Real.exp (-β * x i) ≤ 1 :=
          Real.exp_le_one_iff.mpr (by nlinarith [mul_nonneg hβ0 h])
        exact (mul_le_of_le_one_right h h1).trans (le_abs_self _)
      · exact (mul_nonpos_of_nonpos_of_nonneg h (Real.exp_pos _).le).trans (abs_nonneg _)
  refine (Finset.sum_le_sum (fun i _ => key i)).trans ?_
  rw [Finset.sum_add_distrib, Finset.sum_ite_eq' Finset.univ a, if_pos (Finset.mem_univ a), hC]
  linarith

/-- Every energy strictly between the lowest and highest levels is the mean energy of
a Boltzmann distribution at some real inverse temperature. -/
theorem exists_gibbs_mem_shell {E : ι → ℝ} {U : ℝ} (hlow : ∃ i, E i < U)
    (hhigh : ∃ j, U < E j) : ∃ β, gibbs E β ∈ shell E U := by
  obtain ⟨a, ha⟩ := hlow
  obtain ⟨b, hb⟩ := hhigh
  have : Nonempty ι := ⟨a⟩
  have hcont : Continuous (fun β : ℝ => ∑ i, (E i - U) * Real.exp (-β * (E i - U))) := by
    fun_prop
  have hneg := exists_weighted_nonpos (fun i => E i - U) (a := a) (by linarith)
  obtain ⟨γ, hγ⟩ := exists_weighted_nonpos (fun i => -(E i - U)) (a := b) (by linarith)
  have hpos : 0 ≤ ∑ i, (E i - U) * Real.exp (-(-γ) * (E i - U)) := by
    have h : ∑ i, -(E i - U) * Real.exp (-γ * -(E i - U)) =
        -∑ i, (E i - U) * Real.exp (-(-γ) * (E i - U)) := by
      rw [← Finset.sum_neg_distrib]
      refine Finset.sum_congr rfl (fun i _ => ?_)
      rw [show -γ * -(E i - U) = -(-γ) * (E i - U) by ring]
      ring
    linarith
  -- intermediate value theorem in β
  obtain ⟨β, hβ⟩ := mem_range_of_exists_le_of_exists_ge hcont hneg ⟨-γ, hpos⟩
  have hβ' : ∑ i, (E i - U) * Real.exp (-β * (E i - U)) = 0 := hβ
  refine ⟨β, fun i => (gibbs_pos E β i).le, gibbs_sum E β, ?_⟩
  have h0 : ∑ i, (E i - U) * gibbs E β i = 0 := by
    have h : ∀ i, (E i - U) * gibbs E β i = (E i - U) * Real.exp (-β * (E i - U)) *
        (Real.exp (-β * U) / partitionFn E β) := by
      intro i
      unfold gibbs
      rw [show -β * E i = -β * (E i - U) + -β * U by ring, Real.exp_add]
      ring
    rw [Finset.sum_congr rfl (fun i _ => h i), ← Finset.sum_mul, hβ', zero_mul]
  calc ∑ i, gibbs E β i * E i = ∑ i, ((E i - U) * gibbs E β i + U * gibbs E β i) :=
        Finset.sum_congr rfl (fun i _ => by ring)
    _ = U := by rw [Finset.sum_add_distrib, h0, ← Finset.mul_sum, gibbs_sum]; ring

/-- For `U` strictly between the extreme levels, the largest entropy at mean energy `U` equals the
minimum over real `β` of `log Z(β) + β U`. -/
theorem microcanonical_canonical_duality {E : ι → ℝ} {U : ℝ} (hlow : ∃ i, E i < U)
    (hhigh : ∃ j, U < E j) :
    ∃ S, IsGreatest (entropy '' shell E U) S ∧ IsLeast (Set.range (massieu E U)) S := by
  obtain ⟨β, hβ⟩ := exists_gibbs_mem_shell hlow hhigh
  have : Nonempty ι := ⟨hlow.choose⟩
  have heq := (entropy_eq_massieu_iff hβ β).mpr rfl
  refine ⟨massieu E U β, ⟨⟨_, hβ, heq⟩, ?_⟩, ⟨⟨β, rfl⟩, ?_⟩⟩
  · rintro _ ⟨p, hp, rfl⟩
    exact entropy_le_massieu hp β
  · rintro _ ⟨β', rfl⟩
    rw [← heq]
    exact entropy_le_massieu hβ β'

/-- For `U` strictly between the extreme levels, exactly one real inverse temperature
gives a Boltzmann distribution of mean energy `U`. -/
theorem existsUnique_inverse_temperature {E : ι → ℝ} {U : ℝ} (hlow : ∃ i, E i < U)
    (hhigh : ∃ j, U < E j) : ∃! β, gibbs E β ∈ shell E U := by
  obtain ⟨β, hβ⟩ := exists_gibbs_mem_shell hlow hhigh
  obtain ⟨a, ha⟩ := hlow
  obtain ⟨b, hb⟩ := hhigh
  have : Nonempty ι := ⟨a⟩
  refine ⟨β, hβ, fun β' hβ' => ?_⟩
  -- both distributions maximise the entropy, hence they coincide
  have h1 := (entropy_eq_massieu_iff hβ β).mpr rfl
  have h2 := (entropy_eq_massieu_iff hβ' β').mpr rfl
  have h3 := entropy_le_massieu hβ β'
  have h4 := entropy_le_massieu hβ' β
  have h5 : gibbs E β' = gibbs E β :=
    (entropy_eq_massieu_iff hβ' β).mp (by linarith)
  -- comparing two different levels fixes the temperature
  have ea := congrArg Real.log (congrFun h5 a)
  have eb := congrArg Real.log (congrFun h5 b)
  rw [log_gibbs, log_gibbs] at ea eb
  have h6 : (β' - β) * (E b - E a) = 0 := by linear_combination ea - eb
  rcases mul_eq_zero.mp h6 with h | h <;> linarith

/-- If `U` does not exceed any level and lies below at least one, then `log Z(β) + β U`
has no minimum over real `β`. -/
theorem massieu_no_minimum {E : ι → ℝ} {U : ℝ} (hU : ∀ i, U ≤ E i)
    (hhigh : ∃ j, U < E j) : ¬ ∃ S, IsLeast (Set.range (massieu E U)) S := by
  rintro ⟨S, ⟨β, rfl⟩, hl⟩
  obtain ⟨b, hb⟩ := hhigh
  have : Nonempty ι := ⟨b⟩
  have h1 : massieu E U β ≤ massieu E U (β + 1) := hl (Set.mem_range_self (β + 1))
  -- raising β by one strictly lowers the dual function
  have h2 : partitionFn E (β + 1) < partitionFn E β * Real.exp (-U) := by
    unfold partitionFn
    rw [Finset.sum_mul]
    refine Finset.sum_lt_sum (fun i _ => ?_) ⟨b, Finset.mem_univ b, ?_⟩
    · rw [← Real.exp_add]
      exact Real.exp_le_exp.mpr (by linarith [hU i])
    · rw [← Real.exp_add]
      exact Real.exp_lt_exp.mpr (by linarith)
  have h3 := Real.log_lt_log (partitionFn_pos E (β + 1)) h2
  rw [Real.log_mul (partitionFn_pos E β).ne' (Real.exp_pos _).ne', Real.log_exp] at h3
  unfold massieu at h1
  linarith

end

end MicrocanonicalCanonicalDuality
```

```lean
#print axioms MicrocanonicalCanonicalDuality.microcanonical_canonical_duality
#print axioms MicrocanonicalCanonicalDuality.existsUnique_inverse_temperature
#print axioms MicrocanonicalCanonicalDuality.massieu_no_minimum
```

```
'MicrocanonicalCanonicalDuality.microcanonical_canonical_duality' depends on axioms: [propext, Classical.choice, Quot.sound]
'MicrocanonicalCanonicalDuality.existsUnique_inverse_temperature' depends on axioms: [propext, Classical.choice, Quot.sound]
'MicrocanonicalCanonicalDuality.massieu_no_minimum' depends on axioms: [propext, Classical.choice, Quot.sound]
```

**How the proof runs.** `negMulLog_lt` and `negMulLog_le` are the pointwise inequality, and `cross_entropy` evaluates its summed right-hand side. `entropy_le_massieu` is the bound. `entropy_eq_massieu_iff` settles equality: one differing weight makes the sum strict through `Finset.sum_lt_sum`.

`exists_weighted_nonpos` contains the explicit $\beta$. `exists_gibbs_mem_shell` uses it twice, applies the intermediate value theorem and converts the zero of $F$ into the mean energy. The main theorem then combines these as above.

Two further theorems treat uniqueness of $\beta$ and the failure of the minimum at or below the lowest level:

- `existsUnique_inverse_temperature`: if $\beta$ and $\beta'$ both give mean energy $U$, the bound in both directions makes their entropies equal, so $g(\beta)=g(\beta')$. Comparing logarithms at levels $a$ and $b$ on either side of $U$ yields $(\beta'-\beta)(E_b-E_a)=0$, hence $\beta'=\beta$.
- `massieu_no_minimum`: if $U\le E_i$ for all $i$, strictly for one, then $Z(\beta+1)<e^{-U}Z(\beta)$. So $M(\beta+1)<M(\beta)$, and no minimum exists. This includes $U$ equal to the lowest of nonconstant levels.

**Where the sign of β can mislead.** Restricting the minimum to $\beta\ge0$, as ordinary temperatures suggest, breaks the equality when $U$ exceeds the unweighted average of $E_i$ over all states $i$. For energies $0$ and $1$ with $U=3/4$, the minimiser is $\beta=-\log 3$.
